# For finite Hermitian matrices $T$ and $V$, the partition function of $T/m+V$ obeys $d\ln Q/d\ln m = b\langle T/m\rangle$

The logarithmic mass derivative of $Q(m)=\mathrm{Tr}\,e^{-bH(m)}$, with $H(m)=T/m+V$ and $b=1/k_BT_{\rm temp}$, is supposed to be $b\langle T/m\rangle$, the thermal mean kinetic energy in units of $k_BT_{\rm temp}$. I meet this in path-integral work on isotope effects, sometimes with $s=m^{-1/2}$ as the variable. But $T$ and $V$ don't commute, so $dH/dm$ doesn't commute with $H$, and the derivative of $e^{-bH}$ is not simply $-b\,e^{-bH}\,dH/dm$. Where do the commutator corrections go? Is the formula exact, or only good at high temperature?

## The trace removes the commutators

It is exact at every temperature. For Hermitian $T$ and $V$ on a finite, non-empty basis and $m>0$, $Q$ is positive and differentiable, and

$$\frac{d\ln Q}{d\ln m}=b\,\langle T/m\rangle,\qquad \frac{d\ln Q}{ds}=-\frac{2b\,\langle T/m\rangle}{s}\quad (ms^2=1).$$

The corrections are present in the derivative of the operator, but they have zero trace. Let $X(t)=A+tB$. The product rule, with the order kept, gives

$$\frac{d}{dt}X^{k+1}=\sum_{j=0}^{k}X^{j}BX^{k-j}.$$

Under the trace each term can be rotated into $\mathrm{Tr}(X^kB)$, so the sum is $(k+1)\,\mathrm{Tr}(X^kB)$. Dividing by $(k+1)!$ and summing over $k$,

$$\frac{d}{dt}\mathrm{Tr}\,e^{X}=\sum_{k\ge0}\frac{1}{k!}\mathrm{Tr}(X^kB)=\mathrm{Tr}(e^{X}B).$$

Differentiating term by term is allowed because, for all $u$ with $|u-t|<1$, the norm of $X(u)$ is at most $r=\|A\|+(|t|+1)\|B\|$. The differentiated terms are then bounded by a constant times $r^k/k!$, which is summable.

Now take $A=-bV$, $B=-bT$ and $t=1/m$. Since $d(1/m)/dm=-1/m^2$,

$$\frac{dQ}{dm}=\frac{b}{m^2}\mathrm{Tr}(e^{-bH}T)=\frac{b\langle T/m\rangle}{m}\,Q.$$

To take the logarithm we need $Q>0$. With $M=e^{-bH/2}$, which is Hermitian and invertible, $e^{-bH}=M^\dagger M$ and $Q=\sum_{ij}|M_{ji}|^2$. An invertible matrix on a non-empty basis has a non-zero entry, so the sum is positive. Hence $d\ln Q/dm=b\langle T/m\rangle/m$. Multiplying by $dm/d\ln m=m$ gives the first formula, and by $dm/ds=-2s^{-3}=-2m/s$ the second.

## A two-site particle with numbers

Take

$$T=\begin{pmatrix}1&-1\\-1&1\end{pmatrix},\quad V=\begin{pmatrix}4&0\\0&-4\end{pmatrix},\quad m=\tfrac13,\quad b=\tfrac{\ln 2}{5}.$$

These matrices do not commute. The eigenvalues of $H(m)$ are $1/m\pm E$ with $E=\sqrt{m^{-2}+16}$, so $Q=2e^{-b/m}\cosh(bE)$. At $m=1/3$ we have $E=5$ and $\tanh(bE)=3/5$. Differentiating this closed form,

$$\frac{d\ln Q}{d\ln m}=b\left(\frac1m-\frac{m^{-2}}{E}\tanh bE\right)=b\left(3-\tfrac95\cdot\tfrac35\right)=1.92\,b\approx0.266.$$

The thermal mean, computed separately from $e^{-bH}=e^{-3b}\left[\cosh(bE)-\sinh(bE)\,(H-3)/E\right]$, is $4.8\,e^{-3b}/(2.5\,e^{-3b})=1.92$, in agreement. With $s=\sqrt3$, the other derivative is about $-0.307$.

## Reading the Lean statements as physics

The matrices have type `Matrix n n ℂ`, with `n` a finite set of basis states. In `hamiltonian T V m`, the letter `T` is the kinetic energy with the mass taken out, such as $p^2/2$; the kinetic energy itself is `m⁻¹ • T`. For isotopic substitution of one atom, `V` can also hold the kinetic energy of all the others. The inverse temperature is written `b` instead of the usual $\beta$, and the theorems accept any real value of it.

`partitionFunction` and `thermalMean` are defined as real parts. For $Q$ this loses nothing: `partitionFunction_pos` states that the full complex trace equals this real number, and that it is positive. The numerator of the thermal mean is also real when $H$ and the averaged matrix are both Hermitian, by conjugation and cyclicity, though that short argument is not part of the checked code.

`HasDerivAt f d x` says that $f$ is differentiable at $x$ with derivative $d$. In `dlogQ_dlogm` the function is $u\mapsto\ln Q(e^u)$ and the point is $u=\ln m$, which is the literal meaning of $d/d\ln m$. In `dlogQ_ds` the mass is $(\sigma^2)^{-1}$ as a function of $\sigma$, evaluated at $\sigma=s$. The hypothesis `m * s ^ 2 = 1` already forces $m>0$; it includes $s=m^{-1/2}$ and also permits the negative root.

`T` and `V` are fixed while the mass varies, as on a fixed grid; a basis that is rescaled with the mass would add terms. The step left to the user is the passage from a finite basis to the unbounded operators of a particle in continuous space.

```lean
import Mathlib

open Matrix
open scoped Matrix.Norms.Operator

namespace MassDerivativePartitionFunction

noncomputable section

/-- Under a continuous linear functional `τ` with `τ(xy) = τ(yx)`, a power of `A + tB` is
differentiated as if `A` and `B` commuted. -/
theorem hasDerivAt_tracial_pow {R : Type*} [NormedRing R] [NormedAlgebra ℝ R]
    (τ : R →L[ℝ] ℂ) (hτ : ∀ x y, τ (x * y) = τ (y * x)) (A B : R) (t : ℝ) (k : ℕ) :
    HasDerivAt (fun u : ℝ => τ ((A + u • B) ^ (k + 1)))
      (((k : ℂ) + 1) * τ ((A + t • B) ^ k * B)) t := by
  have hX : HasDerivAt (fun u : ℝ => A + u • B) B t := by
    simpa using ((hasDerivAt_id' t).smul_const B).const_add A
  -- the derivative `D` is tested against everything that commutes with `A + tB`
  have key : ∃ D, HasDerivAt (fun u : ℝ => (A + u • B) ^ (k + 1)) D t ∧
      ∀ C, Commute C (A + t • B) →
        τ (C * D) = ((k : ℂ) + 1) * τ (C * (A + t • B) ^ k * B) := by
    induction k with
    | zero => exact ⟨B, by simpa using hX, fun C _ => by simp⟩
    | succ k ih =>
      obtain ⟨D, hD, hC⟩ := ih
      refine ⟨D * (A + t • B) + (A + t • B) ^ (k + 1) * B, ?_, fun C hc => ?_⟩
      · exact (hD.fun_mul hX).congr_of_eventuallyEq
          (Filter.Eventually.of_forall fun u => pow_succ _ _)
      · have h1 : τ (C * (D * (A + t • B))) = τ ((A + t • B) * C * D) := by
          rw [← mul_assoc, hτ, ← mul_assoc]
        have h2 : Commute ((A + t • B) * C) (A + t • B) := (Commute.refl _).mul_left hc
        have h3 : (A + t • B) * C * (A + t • B) ^ k * B = C * (A + t • B) ^ (k + 1) * B := by
          rw [← hc.eq, mul_assoc C (A + t • B), ← pow_succ']
        rw [mul_add, map_add, h1, hC _ h2, h3, ← mul_assoc]
        push_cast
        ring
  obtain ⟨D, hD, hC⟩ := key
  have h2 := hC 1 (Commute.one_left _)
  simp only [one_mul] at h2
  rw [← h2]
  exact τ.hasFDerivAt.comp_hasDerivAt t hD

/-- For a continuous linear functional with `τ(xy) = τ(yx)` on a complete normed algebra, the
derivative of `τ(exp(A + tB))` in `t` is `τ(exp(A + tB) B)`. -/
theorem hasDerivAt_tracial_exp {R : Type*} [NormedRing R] [NormedAlgebra ℝ R] [Algebra ℚ R]
    [CompleteSpace R] (τ : R →L[ℝ] ℂ) (hτ : ∀ x y, τ (x * y) = τ (y * x)) (A B : R) (t : ℝ) :
    HasDerivAt (fun u : ℝ => τ (NormedSpace.exp (A + u • B)))
      (τ (NormedSpace.exp (A + t • B) * B)) t := by
  have hexp (X : R) : HasSum (fun k : ℕ => ((k.factorial : ℝ)⁻¹) • X ^ k)
      (NormedSpace.exp X) := NormedSpace.exp_series_hasSum_exp' (𝕂 := ℝ) X
  have hs (X : R) : HasSum (fun k : ℕ => (((k + 1).factorial : ℝ)⁻¹) • τ (X ^ (k + 1)))
      (τ (NormedSpace.exp X) - τ 1) := by
    have h := (hasSum_nat_add_iff' 1).mpr (τ.hasSum (hexp X))
    simpa only [map_smul, Finset.sum_range_one, Nat.factorial_zero, Nat.cast_one,
      inv_one, one_smul, pow_zero] using h
  have hval : HasSum (fun k : ℕ => ((k.factorial : ℝ)⁻¹) • τ ((A + t • B) ^ k * B))
      (τ (NormedSpace.exp (A + t • B) * B)) := by
    have h := τ.hasSum ((hexp (A + t • B)).mul_right B)
    simpa only [smul_mul_assoc, map_smul] using h
  have hb (X : R) (k : ℕ) : ‖X ^ k * B‖ ≤ ‖X‖ ^ k * ‖B‖ := by
    induction k with
    | zero => simp
    | succ k ih =>
      rw [pow_succ', mul_assoc, pow_succ', mul_assoc]
      exact (norm_mul_le _ _).trans (mul_le_mul_of_nonneg_left ih (norm_nonneg _))
  have hR (y : ℝ) (hy : y ∈ Metric.ball t 1) : ‖A + y • B‖ ≤ ‖A‖ + (|t| + 1) * ‖B‖ := by
    rw [Metric.mem_ball, Real.dist_eq] at hy
    have h1 : |y| ≤ |t| + 1 := by linarith [abs_sub_abs_le_abs_sub y t]
    have h2 : ‖y • B‖ ≤ |y| * ‖B‖ := norm_smul_le y B
    linarith [norm_add_le A (y • B), mul_le_mul_of_nonneg_right h1 (norm_nonneg B)]
  have hu := (Real.summable_pow_div_factorial (‖A‖ + (|t| + 1) * ‖B‖)).mul_left (‖τ‖ * ‖B‖)
  have h0 : t ∈ Metric.ball t 1 := Metric.mem_ball_self one_pos
  -- termwise differentiation, with a summable bound near `t`
  have hmain := hasDerivAt_tsum_of_isPreconnected
    (g := fun (k : ℕ) (u : ℝ) => (((k + 1).factorial : ℝ)⁻¹) • τ ((A + u • B) ^ (k + 1)))
    (g' := fun (k : ℕ) (u : ℝ) => ((k.factorial : ℝ)⁻¹) • τ ((A + u • B) ^ k * B))
    hu Metric.isOpen_ball (convex_ball t 1).isPreconnected
    (fun k y _ => by
      have h := (hasDerivAt_tracial_pow τ hτ A B y k).const_smul (((k + 1).factorial : ℝ)⁻¹)
      refine HasDerivAt.congr_deriv h ?_
      have h1 : (k : ℂ) + 1 ≠ 0 := Nat.cast_add_one_ne_zero k
      have h2 : (k.factorial : ℂ) ≠ 0 := Nat.cast_ne_zero.mpr k.factorial_ne_zero
      rw [Nat.factorial_succ, Complex.real_smul, Complex.real_smul]
      push_cast
      field_simp)
    (fun k y hy => by
      have h1 := (hb (A + y • B) k).trans (mul_le_mul_of_nonneg_right
        (pow_le_pow_left₀ (norm_nonneg _) (hR y hy) k) (norm_nonneg B))
      have h2 := (τ.le_opNorm _).trans (mul_le_mul_of_nonneg_left h1 (norm_nonneg τ))
      rw [norm_smul, Real.norm_of_nonneg (by positivity)]
      refine (mul_le_mul_of_nonneg_left h2 (by positivity)).trans (le_of_eq ?_)
      ring)
    h0 (hs _).summable h0
  refine ((hmain.congr_deriv hval.tsum_eq).add_const (τ 1)).congr_of_eventuallyEq
    (Filter.Eventually.of_forall fun u => ?_)
  simp only [(hs (A + u • B)).tsum_eq, sub_add_cancel]

variable {n : Type*} [Fintype n] [DecidableEq n]

/-- The Hamiltonian `H(m) = T/m + V` of a system with mass `m ≠ 0`. -/
def hamiltonian (T V : Matrix n n ℂ) (m : ℝ) : Matrix n n ℂ := m⁻¹ • T + V

/-- The partition function `Q = Tr exp(-bH)`, taken as a real part. -/
def partitionFunction (b : ℝ) (H : Matrix n n ℂ) : ℝ :=
  (NormedSpace.exp ((-b) • H)).trace.re

/-- The thermal mean `⟨A⟩ = Tr(exp(-bH) A) / Q`, taken as a real part, for `Q ≠ 0`. -/
def thermalMean (b : ℝ) (H A : Matrix n n ℂ) : ℝ :=
  (NormedSpace.exp ((-b) • H) * A).trace.re / partitionFunction b H

omit [Fintype n] [DecidableEq n] in
/-- A real multiple of a Hermitian matrix is Hermitian. -/
theorem isHermitian_real_smul {A : Matrix n n ℂ} (hA : A.IsHermitian) (c : ℝ) :
    (c • A).IsHermitian := by
  change (c • A)ᴴ = c • A
  rw [conjTranspose_smul, star_trivial, hA.eq]

/-- For a Hermitian Hamiltonian on a non-zero space, `Tr exp(-bH)` is real and positive. -/
theorem partitionFunction_pos [Nonempty n] (b : ℝ) {H : Matrix n n ℂ} (hH : H.IsHermitian) :
    (NormedSpace.exp ((-b) • H)).trace = (partitionFunction b H : ℂ) ∧
      0 < partitionFunction b H := by
  -- split the Boltzmann operator into two half steps
  obtain ⟨M, hu, hE⟩ : ∃ M : Matrix n n ℂ, IsUnit M ∧
      NormedSpace.exp ((-b) • H) = Mᴴ * M := by
    refine ⟨NormedSpace.exp ((-b / 2) • H), Matrix.isUnit_exp _, ?_⟩
    rw [(isHermitian_real_smul hH (-b / 2)).exp.eq,
      ← Matrix.exp_add_of_commute _ _ (Commute.refl _), ← add_smul, add_halves]
  have htr : (Mᴴ * M).trace = ((∑ i, ∑ j, Complex.normSq (M j i) : ℝ) : ℂ) := by
    simp only [Matrix.trace, Matrix.diag_apply, Matrix.mul_apply, conjTranspose_apply,
      Complex.ofReal_sum, Complex.normSq_eq_conj_mul_self, starRingEnd_apply]
  obtain ⟨i, j, hij⟩ : ∃ i j, M j i ≠ 0 := by
    by_contra! h
    exact hu.ne_zero (Matrix.ext fun j i => h i j)
  rw [partitionFunction, hE, htr, Complex.ofReal_re]
  exact ⟨rfl, Finset.sum_pos'
    (fun i _ => Finset.sum_nonneg fun j _ => Complex.normSq_nonneg _)
    ⟨i, Finset.mem_univ i, Finset.sum_pos' (fun j _ => Complex.normSq_nonneg _)
      ⟨j, Finset.mem_univ j, Complex.normSq_pos.mpr hij⟩⟩⟩

/-- For Hermitian `T`, `V` and `m > 0`, the partition function is differentiable in the mass,
with `dQ/dm = (b⟨T/m⟩/m) Q`. -/
theorem hasDerivAt_partitionFunction [Nonempty n] (b : ℝ) {T V : Matrix n n ℂ}
    (hT : T.IsHermitian) (hV : V.IsHermitian) {m : ℝ} (hm : 0 < m) :
    HasDerivAt (fun μ => partitionFunction b (hamiltonian T V μ))
      (b * thermalMean b (hamiltonian T V m) (m⁻¹ • T) / m *
        partitionFunction b (hamiltonian T V m)) m := by
  have hq : partitionFunction b (hamiltonian T V m) ≠ 0 :=
    (partitionFunction_pos b ((isHermitian_real_smul hT m⁻¹).add hV)).2.ne'
  have hE (μ : ℝ) : (-b) • V + μ⁻¹ • ((-b) • T) = (-b) • hamiltonian T V μ := by
    simp only [hamiltonian]
    module
  have h0 : HasDerivAt
      (fun x : ℝ => (NormedSpace.exp ((-b) • V + x • ((-b) • T))).trace)
      (NormedSpace.exp ((-b) • V + m⁻¹ • ((-b) • T)) * ((-b) • T)).trace m⁻¹ := by
    have h := hasDerivAt_tracial_exp (R := Matrix n n ℂ)
      (LinearMap.toContinuousLinearMap (Matrix.traceLinearMap n ℝ ℂ))
      (fun X Y => Matrix.trace_mul_comm X Y) ((-b) • V) ((-b) • T) m⁻¹
    exact h
  have h1 := h0.scomp m (hasDerivAt_inv hm.ne')
  have h2 := Complex.reCLM.hasFDerivAt.comp_hasDerivAt m h1
  refine (h2.congr_of_eventuallyEq (Filter.Eventually.of_forall fun μ => ?_)).congr_deriv ?_
  · change (NormedSpace.exp ((-b) • hamiltonian T V μ)).trace.re =
      (NormedSpace.exp ((-b) • V + μ⁻¹ • ((-b) • T))).trace.re
    rw [hE]
  · rw [hE]
    simp only [thermalMean, Matrix.mul_smul, trace_smul, Complex.reCLM_apply,
      Complex.smul_re, smul_eq_mul]
    field_simp

/-- For Hermitian `T`, `V` and a differentiable change of mass `m(u)`, positive at `u`,
`d ln Q/du = b⟨T/m⟩ m'(u)/m(u)`. -/
theorem hasDerivAt_log_path [Nonempty n] (b : ℝ) {T V : Matrix n n ℂ}
    (hT : T.IsHermitian) (hV : V.IsHermitian) (m : ℝ → ℝ) {m' u : ℝ}
    (hd : HasDerivAt m m' u) (hm : 0 < m u) :
    HasDerivAt (fun v => Real.log (partitionFunction b (hamiltonian T V (m v))))
      (b * thermalMean b (hamiltonian T V (m u)) ((m u)⁻¹ • T) * m' / m u) u := by
  have hq : partitionFunction b (hamiltonian T V (m u)) ≠ 0 :=
    (partitionFunction_pos b ((isHermitian_real_smul hT (m u)⁻¹).add hV)).2.ne'
  have h0 := (hasDerivAt_partitionFunction b hT hV hm).comp u hd
  have h : HasDerivAt (fun v => partitionFunction b (hamiltonian T V (m v))) _ u := h0
  refine (h.log hq).congr_deriv ?_
  field_simp

/-- For Hermitian `T`, `V` and `m > 0`, the logarithmic mass derivative of the partition
function is `d ln Q/d ln m = b⟨T/m⟩`. -/
theorem dlogQ_dlogm [Nonempty n] (b : ℝ) {T V : Matrix n n ℂ}
    (hT : T.IsHermitian) (hV : V.IsHermitian) {m : ℝ} (hm : 0 < m) :
    HasDerivAt (fun u => Real.log (partitionFunction b (hamiltonian T V (Real.exp u))))
      (b * thermalMean b (hamiltonian T V m) (m⁻¹ • T)) (Real.log m) := by
  have h := hasDerivAt_log_path b hT hV Real.exp (Real.hasDerivAt_exp (Real.log m))
    (Real.exp_pos _)
  rw [Real.exp_log hm] at h
  exact h.congr_deriv (mul_div_cancel_right₀ _ hm.ne')

/-- For Hermitian `T`, `V` and a variable `s` with `m s² = 1`, `d ln Q/ds = -2b⟨T/m⟩/s`. -/
theorem dlogQ_ds [Nonempty n] (b : ℝ) {T V : Matrix n n ℂ}
    (hT : T.IsHermitian) (hV : V.IsHermitian) {m s : ℝ} (hs : m * s ^ 2 = 1) :
    HasDerivAt (fun σ : ℝ => Real.log (partitionFunction b (hamiltonian T V (σ ^ 2)⁻¹)))
      (-2 * b * thermalMean b (hamiltonian T V m) (m⁻¹ • T) / s) s := by
  have hs0 : s ≠ 0 := by
    rintro rfl
    norm_num at hs
  have hs2 : 0 < s ^ 2 := by positivity
  obtain rfl : m = (s ^ 2)⁻¹ := eq_inv_of_mul_eq_one_left hs
  have hp : HasDerivAt (fun σ : ℝ => σ ^ 2) (2 * s) s := by simpa using hasDerivAt_pow 2 s
  have hi0 := hp.inv hs2.ne'
  have hi : HasDerivAt (fun σ : ℝ => (σ ^ 2)⁻¹) (-(2 * s) / (s ^ 2) ^ 2) s := hi0
  have h := hasDerivAt_log_path b hT hV (fun σ : ℝ => (σ ^ 2)⁻¹) hi (inv_pos.mpr hs2)
  refine h.congr_deriv ?_
  generalize thermalMean b (hamiltonian T V (s ^ 2)⁻¹) ((s ^ 2)⁻¹⁻¹ • T) = K
  field_simp

end

end MassDerivativePartitionFunction
```

```lean
#print axioms MassDerivativePartitionFunction.hasDerivAt_partitionFunction
#print axioms MassDerivativePartitionFunction.dlogQ_dlogm
#print axioms MassDerivativePartitionFunction.dlogQ_ds
```

```
'MassDerivativePartitionFunction.hasDerivAt_partitionFunction' depends on axioms: [propext, Classical.choice, Quot.sound]
'MassDerivativePartitionFunction.dlogQ_dlogm' depends on axioms: [propext, Classical.choice, Quot.sound]
'MassDerivativePartitionFunction.dlogQ_ds' depends on axioms: [propext, Classical.choice, Quot.sound]
```

## From cyclicity to the two mass derivatives

`hasDerivAt_tracial_pow` is the power rule, for any continuous linear functional `τ` with `τ (x * y) = τ (y * x)`. Instead of writing out the sum over $j$, it uses induction on $k$. A bare statement about `τ D`, with `D` the derivative of the power, would be too weak for the induction, because the next power produces `D` multiplied by $X$. The auxiliary claim `key` therefore evaluates `τ (C * D)` for every `C` that commutes with $X$. Cyclicity moves the extra $X$ to the front, where $XC$ again commutes with $X$, and setting `C = 1` at the end gives the rule.

`hasDerivAt_tracial_exp` sums the series. The constant term `τ 1` is split off, `hR` and `hb` supply the bound on the unit ball around $t$, and `hasDerivAt_tsum_of_isPreconnected` performs the termwise differentiation.

`partitionFunction_pos` is the $M^\dagger M$ argument, with `isHermitian_real_smul` showing that the half-step exponent is Hermitian. `hasDerivAt_partitionFunction` applies the exponential rule to the matrix trace and composes it with $m\mapsto1/m$. `hasDerivAt_log_path` adds the logarithm and an arbitrary differentiable mass path $m(u)$. The last two theorems insert $m=e^u$ and $m=\sigma^{-2}$.

## When $Q$ can vanish

Let $T$ be non-Hermitian: take $T=\mathrm{diag}(i,-i)$, $V=0$, $b=1$. The trace is then $Q(m)=e^{-i/m}+e^{i/m}=2\cos(1/m)$, which is zero at $m=2/\pi$, and $\ln Q$ has no derivative there. So some condition that keeps $Q$ away from zero is needed; Hermiticity is a sufficient one.

## Use in isotope effects

With the nuclei treated as distinguishable and nuclear-spin factors left out, integrating the first formula over $\ln m$ gives the logarithm of the ratio of partition functions of two isotopologues that differ only in the value of $m$, with the same $V$. Path-integral simulations can obtain such ratios from kinetic-energy averages at intermediate masses, and the identity proved here is the finite-matrix form of that integrand. A kinetic isotope effect also needs the mass dependence of the rest of the rate expression.
